# The periodic pair potential of charged sheets as a cosine series with no zero-wavevector term

The pair potential of charged sheets on a line of period 1 is defined here, in dimensionless form, as `x ^ 2 - x + 1 / 6`, where `x` is the fractional part of the separation `u`. The theorem says that for every real `u` this value is the sum over n ≥ 1 of cos(2πnu)/(πn)², so the constant, zero-wavevector term is absent. The formula for the potential is taken as given and not derived from electrostatics. The proof starts from Mathlib's cosine series for the second Bernoulli polynomial at `Int.fract u`, drops the vanishing n = 0 term, divides by π², and uses the periodicity of the cosine to return from `Int.fract u` to `u`.

The failing Lean file:

```lean
import Mathlib

open Finset
open scoped Real

namespace SheetPotentialPlaneWaves

noncomputable section

/-- Pair potential of charged sheets on a line of period 1, as a function of their separation. -/
def sheetPotential (u : ℝ) : ℝ := Int.fract u ^ 2 - Int.fract u + 1 / 6

/-- The pair potential is a sum of plane waves with weights `1 / (π n)²`, `n ≥ 1`,
without a zero-wavevector term. -/
theorem sheetPotential_planeWaves (u : ℝ) :
    HasSum (fun n : ℕ => Real.cos (2 * π * ((n : ℝ) + 1) * u) / (π ^ 2 * ((n : ℝ) + 1) ^ 2))
      (sheetPotential u) := by
  have b2 : bernoulli 2 = 1 / 6 := by
    rw [bernoulli_eq_bernoulli'_of_ne_one (by norm_num), bernoulli'_two]
  have hB : ∀ t : ℝ, (Polynomial.map (algebraMap ℚ ℝ) (Polynomial.bernoulli 2)).eval t
      = t ^ 2 - t + 1 / 6 := by
    intro t
    simp only [Polynomial.bernoulli, sum_range_succ, sum_range_zero, Polynomial.map_add,
      Polynomial.map_zero, Polynomial.map_monomial, Polynomial.eval_add, Polynomial.eval_zero,
      Polynomial.eval_monomial, bernoulli_zero, bernoulli_one, b2]
    norm_num [Nat.choose] <;> ring
  have h := hasSum_one_div_nat_pow_mul_cos one_ne_zero
    (x := Int.fract u) ⟨Int.fract_nonneg u, (Int.fract_lt_one u).le⟩
  simp only [mul_one] at h
  rw [hB] at h
  -- drop the vanishing zeroth term and divide by π²
  have h2 := ((hasSum_nat_add_iff' 1).2 h).mul_left (1 / π ^ 2)
  have key : ∀ a b c : ℝ, c / (a * b) = 1 / a * (1 / b * c) := by
    intro a b c
    rw [div_eq_mul_inv, mul_inv]
    ring
  convert h2 using 1
  · funext n
    have e : 2 * π * ((n : ℝ) + 1) * u = 2 * π * ((n : ℝ) + 1) * Int.fract u
        + ((((n : ℤ) + 1) * ⌊u⌋ : ℤ) : ℝ) * (2 * π) := by
      push_cast
      linear_combination (2 * π * ((n : ℝ) + 1)) * Int.self_sub_floor u
    rw [e, Real.cos_add_int_mul_two_pi, Nat.cast_add, Nat.cast_one]
    exact key _ _ _
  · have z : 1 / ((0 : ℕ) : ℝ) ^ 2 = 0 := by norm_num
    have c : 1 / π ^ 2 * π ^ 2 = 1 := by
      have := Real.pi_ne_zero
      field_simp
    rw [sum_range_one, z, zero_mul, sub_zero, show Nat.factorial 2 = 2 from rfl]
    unfold sheetPotential
    push_cast
    linear_combination (-(Int.fract u ^ 2 - Int.fract u + 1 / 6)) * c

end

end SheetPotentialPlaneWaves
```

The compiler's answer:

```
Main.lean:38:4: error: Tactic `apply` failed: could not unify the conclusion of `@funext`
  ?f = ?g
with the goal
  Real.instAddCommMonoid =
    CommRing.toNonUnitalCommRing.toNonUnitalNonAssocCommRing.toNonUnitalNonAssocSemiring.toAddCommMonoid

Note: The full type of `@funext` is
  ∀ {α : Sort ?u.173} {β : α → Sort ?u.172} {f g : (x : α) → β x}, (∀ (x : α), f x = g x) → f = g

case e'_3
u : ℝ
b2 : bernoulli 2 = 1 / 6
hB : ∀ (t : ℝ), Polynomial.eval t (Polynomial.map (algebraMap ℚ ℝ) (Polynomial.bernoulli 2)) = t ^ 2 - t + 1 / 6
h :
  HasSum (fun n => 1 / ↑n ^ 2 * Real.cos (2 * π * ↑n * Int.fract u))
    ((-1) ^ (1 + 1) * (2 * π) ^ 2 / 2 / ↑(Nat.factorial 2) * (Int.fract u ^ 2 - Int.fract u + 1 / 6))
h2 :
  HasSum (fun i => 1 / π ^ 2 * (1 / ↑(i + 1) ^ 2 * Real.cos (2 * π * ↑(i + 1) * Int.fract u)))
    (1 / π ^ 2 *
      ((-1) ^ (1 + 1) * (2 * π) ^ 2 / 2 / ↑(Nat.factorial 2) * (Int.fract u ^ 2 - Int.fract u + 1 / 6) -
        ∑ i ∈ range 1, 1 / ↑i ^ 2 * Real.cos (2 * π * ↑i * Int.fract u)))
key : ∀ (a b c : ℝ), c / (a * b) = 1 / a * (1 / b * c)
⊢ Real.instAddCommMonoid =
    CommRing.toNonUnitalCommRing.toNonUnitalNonAssocCommRing.toNonUnitalNonAssocSemiring.toAddCommMonoid
Main.lean:49:8: error: Tactic `rewrite` failed: Did not find an occurrence of the pattern
  ∑ k ∈ range 1, ?f k
in the target expression
  (fun n => Real.cos (2 * π * (↑n + 1) * u) / (π ^ 2 * (↑n + 1) ^ 2)) = fun i =>
    1 / π ^ 2 * (1 / ↑(i + 1) ^ 2 * Real.cos (2 * π * ↑(i + 1) * Int.fract u))

case e'_5
u : ℝ
b2 : bernoulli 2 = 1 / 6
hB : ∀ (t : ℝ), Polynomial.eval t (Polynomial.map (algebraMap ℚ ℝ) (Polynomial.bernoulli 2)) = t ^ 2 - t + 1 / 6
h :
  HasSum (fun n => 1 / ↑n ^ 2 * Real.cos (2 * π * ↑n * Int.fract u))
    ((-1) ^ (1 + 1) * (2 * π) ^ 2 / 2 / ↑(Nat.factorial 2) * (Int.fract u ^ 2 - Int.fract u + 1 / 6))
h2 :
  HasSum (fun i => 1 / π ^ 2 * (1 / ↑(i + 1) ^ 2 * Real.cos (2 * π * ↑(i + 1) * Int.fract u)))
    (1 / π ^ 2 *
      ((-1) ^ (1 + 1) * (2 * π) ^ 2 / 2 / ↑(Nat.factorial 2) * (Int.fract u ^ 2 - Int.fract u + 1 / 6) -
        ∑ i ∈ range 1, 1 / ↑i ^ 2 * Real.cos (2 * π * ↑i * Int.fract u)))
key : ∀ (a b c : ℝ), c / (a * b) = 1 / a * (1 / b * c)
z : 1 / ↑0 ^ 2 = 0
c : 1 / π ^ 2 * π ^ 2 = 1
⊢ (fun n => Real.cos (2 * π * (↑n + 1) * u) / (π ^ 2 * (↑n + 1) ^ 2)) = fun i =>
    1 / π ^ 2 * (1 / ↑(i + 1) ^ 2 * Real.cos (2 * π * ↑(i + 1) * Int.fract u))
Main.lean:17:28: error: unsolved goals
case e'_6
u : ℝ
b2 : bernoulli 2 = 1 / 6
hB : ∀ (t : ℝ), Polynomial.eval t (Polynomial.map (algebraMap ℚ ℝ) (Polynomial.bernoulli 2)) = t ^ 2 - t + 1 / 6
h :
  HasSum (fun n => 1 / ↑n ^ 2 * Real.cos (2 * π * ↑n * Int.fract u))
    ((-1) ^ (1 + 1) * (2 * π) ^ 2 / 2 / ↑(Nat.factorial 2) * (Int.fract u ^ 2 - Int.fract u + 1 / 6))
h2 :
  HasSum (fun i => 1 / π ^ 2 * (1 / ↑(i + 1) ^ 2 * Real.cos (2 * π * ↑(i + 1) * Int.fract u)))
    (1 / π ^ 2 *
      ((-1) ^ (1 + 1) * (2 * π) ^ 2 / 2 / ↑(Nat.factorial 2) * (Int.fract u ^ 2 - Int.fract u + 1 / 6) -
        ∑ i ∈ range 1, 1 / ↑i ^ 2 * Real.cos (2 * π * ↑i * Int.fract u)))
key : ∀ (a b c : ℝ), c / (a * b) = 1 / a * (1 / b * c)
⊢ sheetPotential u =
    1 / π ^ 2 *
      ((-1) ^ (1 + 1) * (2 * π) ^ 2 / 2 / ↑(Nat.factorial 2) * (Int.fract u ^ 2 - Int.fract u + 1 / 6) -
        ∑ i ∈ range 1, 1 / ↑i ^ 2 * Real.cos (2 * π * ↑i * Int.fract u))
```

Lean accepts the file once it reads:

```diff
@@ -24,5 +24,6 @@
       Polynomial.map_zero, Polynomial.map_monomial, Polynomial.eval_add, Polynomial.eval_zero,
       Polynomial.eval_monomial, bernoulli_zero, bernoulli_one, b2]
-    norm_num [Nat.choose] <;> ring
+    norm_num [Nat.choose]
+    ring
   have h := hasSum_one_div_nat_pow_mul_cos one_ne_zero
     (x := Int.fract u) ⟨Int.fract_nonneg u, (Int.fract_lt_one u).le⟩
@@ -35,7 +36,11 @@
     rw [div_eq_mul_inv, mul_inv]
     ring
-  convert h2 using 1
-  · funext n
-    have e : 2 * π * ((n : ℝ) + 1) * u = 2 * π * ((n : ℝ) + 1) * Int.fract u
+  have transfer : ∀ {f g : ℕ → ℝ} {a b : ℝ}, HasSum f a → (∀ n, g n = f n) → b = a →
+      HasSum g b := by
+    intro f g a b hf hg hb
+    rw [hb, funext hg]
+    exact hf
+  refine transfer h2 (fun n => ?_) ?_
+  · have e : 2 * π * ((n : ℝ) + 1) * u = 2 * π * ((n : ℝ) + 1) * Int.fract u
         + ((((n : ℤ) + 1) * ⌊u⌋ : ℤ) : ℝ) * (2 * π) := by
       push_cast
@@ -43,5 +48,8 @@
     rw [e, Real.cos_add_int_mul_two_pi, Nat.cast_add, Nat.cast_one]
     exact key _ _ _
-  · have z : 1 / ((0 : ℕ) : ℝ) ^ 2 = 0 := by norm_num
+  · change sheetPotential u = 1 / π ^ 2 * ((-1) ^ (1 + 1) * (2 * π) ^ 2 / 2 /
+      (Nat.factorial 2 : ℝ) * (Int.fract u ^ 2 - Int.fract u + 1 / 6) -
+      ∑ i ∈ range 1, 1 / (i : ℝ) ^ 2 * Real.cos (2 * π * (i : ℝ) * Int.fract u))
+    have z : 1 / ((0 : ℕ) : ℝ) ^ 2 = 0 := by norm_num
     have c : 1 / π ^ 2 * π ^ 2 = 1 := by
       have := Real.pi_ne_zero
```

Diagnosis. All three errors come from `convert h2 using 1`, which left three goals where the proof had bullets for two. The extra one came first: an equality between two expressions for the additive structure on ℝ, one in the goal and one in `h2`. So `funext n` met an equality of instances instead of functions, the second bullet's `rw [sum_range_one, ...]` met the equality of the summands, which contains no finite sum, and the equation for the total was left unproved.

The repair replaces `convert` with a local lemma, `transfer`, which asks only that the terms agree for each `n` and that the totals agree. When it is applied to `h2`, Lean matches the two additive structures by unification, so no goal about them appears, and each bullet gets the equation it was written for. `funext` now sits inside `transfer`.

The `change` line writes out the equation of totals in a form equal by definition; the messages don't show whether the later steps need it. Splitting `norm_num [Nat.choose] <;> ring` into two lines is mere tidying.
